# Parity of the Legendre polynomials under inversion

The Legendre polynomial `P_n` is defined here by the Rodrigues formula, as the `n`-th derivative of `(x² - 1)^n` divided by `2^n n!`. The theorem says that `P_n(-x) = (-1)^n P_n(x)` for every natural number `n`, so that `P_n` is even or odd under `x → -x` according as `n` is even or odd. It is stated as an identity between real polynomials, with the inversion written as composition with `-X`. The proof shows by induction on `j` that the `j`-th derivative of `(x² - 1)^n` has parity `(-1)^j`, differentiating the identity for `j` to get the one for `j + 1`, and then takes `j = n`.

This version doesn't compile in Lean 4 with Mathlib:

```lean
import Mathlib

open Polynomial

namespace LegendrePParity

noncomputable section

/-- The Legendre polynomial `P_n`, given by the Rodrigues formula: the `n`-th derivative of
`(x² - 1)^n` divided by `2^n n!`. -/
def legendreP (n : ℕ) : ℝ[X] :=
  (1 / (2 ^ n * (n.factorial : ℝ))) • derivative^[n] ((X ^ 2 - 1) ^ n)

/-- Under inversion `x → -x` the Legendre polynomial `P_n` is multiplied by `(-1)^n`. -/
theorem legendreP_parity (n : ℕ) :
    (legendreP n).comp (-X) = (-1 : ℝ) ^ n • legendreP n := by
  -- each derivative of an even polynomial changes the parity
  have key : ∀ j : ℕ, (derivative^[j] ((X ^ 2 - 1 : ℝ[X]) ^ n)).comp (-X) =
      (-1 : ℝ) ^ j • derivative^[j] ((X ^ 2 - 1 : ℝ[X]) ^ n) := by
    intro j
    induction j with
    | zero => simp
    | succ j ih =>
      have h := congrArg derivative ih
      rw [derivative_comp, derivative_smul, derivative_neg, derivative_X, neg_one_mul] at h
      rw [Function.iterate_succ_apply', pow_succ, mul_neg_one, neg_smul, ← h, neg_neg]
  rw [legendreP, smul_comp, key n, smul_comm]

end

end LegendrePParity
```

The compiler's answer:

```
Main.lean:26:50: error: Tactic `rewrite` failed: Did not find an occurrence of the pattern
  ?a * -1
in the target expression
  (derivative ((⇑derivative)^[j] ((X ^ 1 * X - 1) ^ n))).comp (-X) =
    (-1) ^ (j + 1) • derivative ((⇑derivative)^[j] ((X ^ 1 * X - 1) ^ n))

case succ
n j : ℕ
ih : ((⇑derivative)^[j] ((X ^ 2 - 1) ^ n)).comp (-X) = (-1) ^ j • (⇑derivative)^[j] ((X ^ 2 - 1) ^ n)
h :
  -(derivative ((⇑derivative)^[j] ((X ^ 2 - 1) ^ n))).comp (-X) =
    (-1) ^ j • derivative ((⇑derivative)^[j] ((X ^ 2 - 1) ^ n))
⊢ (derivative ((⇑derivative)^[j] ((X ^ 1 * X - 1) ^ n))).comp (-X) =
    (-1) ^ (j + 1) • derivative ((⇑derivative)^[j] ((X ^ 1 * X - 1) ^ n))
```

What went wrong. The message says that `mul_neg_one` found no product of the form `?a * -1` in the goal. The fault lies one step earlier, in `pow_succ`. It was meant to turn `(-1) ^ (j + 1)` into `(-1) ^ j * -1`, but it was given no arguments, so any power whose exponent can be read as a successor would fit. It matched `X ^ 2` instead, with 2 read as 1 + 1. The printed goal shows the result: `X ^ 1 * X` stands where `X ^ 2` was, on both sides, and `(-1) ^ (j + 1)` is untouched.

The repair writes `pow_succ (-1 : ℝ) j`, which fixes both base and exponent, so only the intended power can match. The factor `-1` then appears, `mul_neg_one` and `neg_smul` bring the sign to the front, and `← h` applies because `X ^ 2` is still in the form that `h` has. The new comment and the line break are mere tidying.

As a diff, the version that Lean accepts:

```diff
@@ -15,5 +15,5 @@
 theorem legendreP_parity (n : ℕ) :
     (legendreP n).comp (-X) = (-1 : ℝ) ^ n • legendreP n := by
-  -- each derivative of an even polynomial changes the parity
+  -- the `j`-th derivative of the even polynomial `(x² - 1)^n` has parity `(-1)^j`
   have key : ∀ j : ℕ, (derivative^[j] ((X ^ 2 - 1 : ℝ[X]) ^ n)).comp (-X) =
       (-1 : ℝ) ^ j • derivative^[j] ((X ^ 2 - 1 : ℝ[X]) ^ n) := by
@@ -24,5 +24,6 @@
       have h := congrArg derivative ih
       rw [derivative_comp, derivative_smul, derivative_neg, derivative_X, neg_one_mul] at h
-      rw [Function.iterate_succ_apply', pow_succ, mul_neg_one, neg_smul, ← h, neg_neg]
+      rw [Function.iterate_succ_apply', pow_succ (-1 : ℝ) j, mul_neg_one, neg_smul, ← h,
+        neg_neg]
   rw [legendreP, smul_comp, key n, smul_comm]
 
```
